# Up to g = 4t, no finitely supported adiabatic polaron on the square lattice lies below the band bottom

If a search over trial shapes finds no self-trapped electron, the question stays open: a shape not yet tried might still bind. Enlarging the shape does not settle it in two dimensions. Take an electron that couples only to the deformation at the site it occupies, as throughout this text. When a smooth, normalised amplitude is stretched by a large factor $L$, its kinetic cost and its gain from deforming the lattice then both fall as $L^{-2}$, so neither wins by size alone. What is needed is a bound that holds for every shape at once. It is proved here for real amplitudes that are nonzero on finitely many sites.

## An electron in its own static deformation

An electron hops with amplitude $t$ between neighbouring sites of a square lattice and couples to a local displacement $q_p$ at each site $p$. If the lattice is classical and static, site $p$ contributes $\tfrac K2 q_p^2-\alpha q_p u_p^2$, where $u_p$ is the electron amplitude, $K$ the stiffness and $\alpha$ the coupling. The minimum over $q_p$ lies at $q_p=\alpha u_p^2/K$ and equals $-\tfrac g2u_p^4$, with $g=\alpha^2/K$. The constant $g$ thus measures how strongly the electron is attracted by the deformation it causes.

Neither this elimination of the lattice nor the rewriting of the hopping energy below is formalised: the code starts from the resulting energy, without phonon dynamics or quantum fluctuations.

```lean
import Mathlib

open Finset

namespace PlanarSelfTrapping

noncomputable section
```

An amplitude has the type `ℤ × ℤ →₀ ℝ`, a real function on the lattice with finite support. The sign `∑'` denotes a sum over the whole lattice, here with finitely many nonzero terms. The first sum is $N=\sum_p u_p^2$, called `weight`; normalisation means $N=1$.

```lean
/-- Total weight of the amplitude `u` on the square lattice: the sum of `u ^ 2`. -/
def weight (u : ℤ × ℤ →₀ ℝ) : ℝ := ∑' p, u p ^ 2
```

The second is $I=\sum_p u_p^4$, which is large when the electron is concentrated on few sites.

```lean
/-- The sum of `u ^ 4` over the square lattice. -/
def quartic (u : ℤ × ℤ →₀ ℝ) : ℝ := ∑' p, u p ^ 4
```

The third is the sum of squared differences over nearest-neighbour bonds,
$$D=\sum_{x,y}\left[(u_{x+1,y}-u_{x,y})^2+(u_{x,y+1}-u_{x,y})^2\right].$$
Each site owns the bond to its right and the bond above it, so every bond is counted once. The code calls this number `hopping`; it is not the hopping amplitude, which is `t`.

```lean
/-- The sum of squared differences of `u` over all nearest-neighbour bonds. -/
def hopping (u : ℤ × ℤ →₀ ℝ) : ℝ :=
  ∑' p : ℤ × ℤ, ((u (p.1 + 1, p.2) - u p) ^ 2 + (u (p.1, p.2 + 1) - u p) ^ 2)
```

Every site has four neighbours, so expanding the squares gives
$$-2t\sum_{\langle pq\rangle}u_pu_q=tD-4tN,$$
where $\langle pq\rangle$ runs over bonds. For $N=1$ and $t\ge0$ the band bottom is $-4t$. Measured from there, the energy is $E=tD-\tfrac g2 I$.

```lean
/-- Adiabatic polaron energy of a normalised amplitude `u`, measured from `-4 t` (the band bottom if
`t ≥ 0`), with hopping `t` and self-attraction `g`. -/
def energy (t g : ℝ) (u : ℤ × ℤ →₀ ℝ) : ℝ := t * hopping u - g / 2 * quartic u
```

The most compact normalised amplitude is 1 at the origin and 0 elsewhere.

```lean
/-- The amplitude of an electron sitting on the single site at the origin. -/
def siteState : ℤ × ℤ →₀ ℝ := Finsupp.single (0, 0) 1
```

## The density must rise and fall again

For a function $f$ on a chain and $a\le b$, the increments telescope:
$$\sum_{j=a}^{b-1}\bigl(f(j+1)-f(j)\bigr)=f(b)-f(a).$$
The range $a\le j<b$ is `Ico a b` in Lean, and the proof is an induction on the upper end.

```lean
/-- The increments of a function along a segment of the chain add up to the difference of
its end values. -/
theorem sum_increments (f : ℤ → ℝ) {a b : ℤ} (h : a ≤ b) :
    ∑ j ∈ Ico a b, (f (j + 1) - f j) = f b - f a := by
  induction b, h using Int.leInduction with
  | base => simp
  | succ n hn ih =>
    have e : Ico a (n + 1) = insert n (Ico a n) := by
      ext j
      simp only [mem_insert, mem_Ico]
      omega
    rw [e, sum_insert (by simp), ih]
    ring
```

Suppose that $f(a)=f(b)=0$ and $a\le k\le b$. Telescoping on either side of $k$ gives
$$f(k)=\sum_{j=a}^{k-1}\bigl(f(j+1)-f(j)\bigr),\qquad f(k)=-\sum_{j=k}^{b-1}\bigl(f(j+1)-f(j)\bigr).$$
Each right-hand side is at most the sum of the absolute increments on its segment. Adding the two gives
$$2f(k)\le\sum_{j=a}^{b-1}|f(j+1)-f(j)|.$$
In the proof, `hsplit` and `hdis` cut the segment at $k$, and `l` and `r` are the two estimates.

```lean
/-- If a function vanishes at both ends of a segment, twice its value at any site of the
segment is at most its total variation there. -/
theorem two_mul_le_variation (f : ℤ → ℝ) {a k b : ℤ} (hak : a ≤ k) (hkb : k ≤ b)
    (ha : f a = 0) (hb : f b = 0) :
    2 * f k ≤ ∑ j ∈ Ico a b, |f (j + 1) - f j| := by
  have h1 := sum_increments f hak
  have h2 := sum_increments f hkb
  have hsplit : Ico a b = Ico a k ∪ Ico k b := by
    ext j
    simp only [mem_union, mem_Ico]
    omega
  have hdis : Disjoint (Ico a k) (Ico k b) := by
    rw [Finset.disjoint_left]
    intro j hj hj'
    simp only [mem_Ico] at hj hj'
    omega
  -- on either side of `k`, bound the signed increments by their absolute values
  have l : ∑ j ∈ Ico a k, (f (j + 1) - f j) ≤ ∑ j ∈ Ico a k, |f (j + 1) - f j| :=
    sum_le_sum fun j _ => le_abs_self _
  have r : ∑ j ∈ Ico k b, -(f (j + 1) - f j) ≤ ∑ j ∈ Ico k b, |f (j + 1) - f j| :=
    sum_le_sum fun j _ => neg_le_abs _
  rw [sum_neg_distrib] at r
  rw [hsplit, sum_union hdis]
  linarith
```

## Density variation costs kinetic energy

Let $v(x,y)$ be an amplitude that vanishes on the lines $x=a$ and $x=b$. With all sums over $a\le x,y<b$, define
$$V_x=\sum_{y,x}|v(x+1,y)^2-v(x,y)^2|,\qquad D_x=\sum_{y,x}(v(x+1,y)-v(x,y))^2,$$
and let $N$ be the sum of $v^2$ over the box. Factoring the difference of squares and applying the Cauchy–Schwarz inequality gives
$$V_x^2\le D_x\sum_{y,x}(v(x+1,y)+v(x,y))^2.$$
Since $(p+q)^2\le2p^2+2q^2$, the last sum is at most $2\sum v(x+1,y)^2+2\sum v(x,y)^2$. The two sums here are equal, because their difference telescopes to boundary values, which are zero. Hence
$$V_x^2\le4ND_x.$$
The Cauchy–Schwarz step is `cs`, the estimate of the last sum is `hs`, and `tel` supplies the telescoping.

```lean
/-- For an amplitude vanishing on the two sides `x = a` and `x = b` of a square box, the
squared total variation of the density along `x` is at most four times the weight times the
sum of squared differences along `x`. -/
theorem variation_sq_le (v : ℤ → ℤ → ℝ) {a b : ℤ} (hab : a ≤ b)
    (ha : ∀ y, v a y = 0) (hb : ∀ y, v b y = 0) :
    (∑ y ∈ Ico a b, ∑ x ∈ Ico a b, |v (x + 1) y ^ 2 - v x y ^ 2|) ^ 2 ≤
      4 * (∑ y ∈ Ico a b, ∑ x ∈ Ico a b, v x y ^ 2) *
        ∑ y ∈ Ico a b, ∑ x ∈ Ico a b, (v (x + 1) y - v x y) ^ 2 := by
  -- Cauchy-Schwarz for the factors of the difference of squares
  have cs := Finset.sum_mul_sq_le_sq_mul_sq (Ico a b ×ˢ Ico a b)
    (fun p => |v (p.2 + 1) p.1 - v p.2 p.1|) (fun p => |v (p.2 + 1) p.1 + v p.2 p.1|)
  simp only [Finset.sum_product, sq_abs, ← abs_mul] at cs
  have e : ∀ x y, |v (x + 1) y ^ 2 - v x y ^ 2| =
      |(v (x + 1) y - v x y) * (v (x + 1) y + v x y)| := by
    intro x y
    congr 1
    ring
  simp only [e]
  have hs : ∑ y ∈ Ico a b, ∑ x ∈ Ico a b, (v (x + 1) y + v x y) ^ 2 ≤
      4 * ∑ y ∈ Ico a b, ∑ x ∈ Ico a b, v x y ^ 2 := by
    rw [mul_sum]
    refine sum_le_sum fun y _ => ?_
    have tel := sum_increments (fun x => v x y ^ 2) hab
    simp only [ha, hb, sum_sub_distrib] at tel
    calc ∑ x ∈ Ico a b, (v (x + 1) y + v x y) ^ 2
        ≤ ∑ x ∈ Ico a b, (2 * v (x + 1) y ^ 2 + 2 * v x y ^ 2) :=
          sum_le_sum fun x _ => by nlinarith [sq_nonneg (v (x + 1) y - v x y)]
      _ = 4 * ∑ x ∈ Ico a b, v x y ^ 2 := by
          rw [sum_add_distrib, ← mul_sum, ← mul_sum]
          linarith
  refine cs.trans ((mul_le_mul_of_nonneg_left hs (by positivity)).trans (le_of_eq ?_))
  ring
```

## One factor from the row, one from the column

Now let $v$ vanish on all four lines $x=a$, $x=b$, $y=a$ and $y=b$. The density $v(x,y)^2$ vanishes at both ends of the row and of the column through $(x,y)$, so twice its value is at most the variation $R_y$ along the row and at most the variation $C_x$ along the column. Therefore
$$4v(x,y)^4\le C_xR_y.$$
Since $C_x$ does not depend on $y$, nor $R_y$ on $x$, the sum over the box factorises. With $V_y=\sum_xC_x$ and $V_x=\sum_yR_y$,
$$4I\le V_yV_x\le\tfrac12(V_x^2+V_y^2)\le2N(D_x+D_y),$$
where $D_y$ is the vertical analogue of $D_x$, and $I$ is the sum of $v^4$ over the box. This is $I\le\tfrac12ND$, with $D=D_x+D_y$.

In the code, `hpt` is the factorised bound and `amgm` the final combination. The letters `P` and `Q` there stand for $V_x$ and $V_y$, while `D` and `E` stand for $D_x$ and $D_y$, so that `D` is only the horizontal part of the total.

```lean
/-- For an amplitude vanishing on the boundary lines of a square box, the sum of its fourth
powers is at most half the weight times the sum of squared nearest-neighbour differences. -/
theorem box_inequality (v : ℤ → ℤ → ℝ) {a b : ℤ} (hab : a ≤ b)
    (h1 : ∀ y, v a y = 0) (h2 : ∀ y, v b y = 0)
    (h3 : ∀ x, v x a = 0) (h4 : ∀ x, v x b = 0) :
    ∑ x ∈ Ico a b, ∑ y ∈ Ico a b, v x y ^ 4 ≤
      1 / 2 * (∑ x ∈ Ico a b, ∑ y ∈ Ico a b, v x y ^ 2) *
        ∑ x ∈ Ico a b, ∑ y ∈ Ico a b,
          ((v (x + 1) y - v x y) ^ 2 + (v x (y + 1) - v x y) ^ 2) := by
  have hP := variation_sq_le v hab h1 h2
  have hQ := variation_sq_le (fun y x => v x y) hab h3 h4
  have cN : ∑ y ∈ Ico a b, ∑ x ∈ Ico a b, v x y ^ 2 =
      ∑ x ∈ Ico a b, ∑ y ∈ Ico a b, v x y ^ 2 := sum_comm
  have cD : ∑ y ∈ Ico a b, ∑ x ∈ Ico a b, (v (x + 1) y - v x y) ^ 2 =
      ∑ x ∈ Ico a b, ∑ y ∈ Ico a b, (v (x + 1) y - v x y) ^ 2 := sum_comm
  rw [cN, cD] at hP
  -- bound one density factor along the column and the other along the row
  have hpt : 4 * ∑ x ∈ Ico a b, ∑ y ∈ Ico a b, v x y ^ 4 ≤
      (∑ x ∈ Ico a b, ∑ y ∈ Ico a b, |v x (y + 1) ^ 2 - v x y ^ 2|) *
        ∑ y ∈ Ico a b, ∑ x ∈ Ico a b, |v (x + 1) y ^ 2 - v x y ^ 2| := by
    rw [sum_mul_sum]
    simp only [mul_sum (Ico a b) _ (4 : ℝ)]
    refine sum_le_sum fun x hx => sum_le_sum fun y hy => ?_
    rw [mem_Ico] at hx hy
    have hA : 2 * v x y ^ 2 ≤ ∑ j ∈ Ico a b, |v (j + 1) y ^ 2 - v j y ^ 2| :=
      two_mul_le_variation (fun j => v j y ^ 2) hx.1 hx.2.le (by simp [h1]) (by simp [h2])
    have hB : 2 * v x y ^ 2 ≤ ∑ j ∈ Ico a b, |v x (j + 1) ^ 2 - v x j ^ 2| :=
      two_mul_le_variation (fun j => v x j ^ 2) hy.1 hy.2.le (by simp [h3]) (by simp [h4])
    calc 4 * v x y ^ 4 = (2 * v x y ^ 2) * (2 * v x y ^ 2) := by ring
      _ ≤ _ := mul_le_mul hB hA (by positivity) (by positivity)
  have amgm : ∀ P Q N D E I : ℝ, 4 * I ≤ Q * P → P ^ 2 ≤ 4 * N * D → Q ^ 2 ≤ 4 * N * E →
      I ≤ 1 / 2 * N * (D + E) := by
    intro P Q N D E I h h' h''
    nlinarith [sq_nonneg (P - Q)]
  simp only [sum_add_distrib]
  exact amgm _ _ _ _ _ _ hpt hP hQ
```

## From the box to the infinite lattice

If all terms outside the box $-M\le x,y<M$ vanish, the lattice sum equals the box sum.

```lean
/-- A lattice sum whose terms vanish outside a square box equals the sum over the box. -/
theorem tsum_eq_box (f : ℤ × ℤ → ℝ) (M : ℤ)
    (h : ∀ x y, (x < -M ∨ M ≤ x ∨ y < -M ∨ M ≤ y) → f (x, y) = 0) :
    ∑' p, f p = ∑ x ∈ Ico (-M) M, ∑ y ∈ Ico (-M) M, f (x, y) := by
  rw [tsum_eq_sum (s := Ico (-M) M ×ˢ Ico (-M) M), Finset.sum_product]
  rintro ⟨x, y⟩ hp
  apply h
  simp only [mem_product, mem_Ico] at hp
  omega
```

For a finitely supported $u$, take $M=1+\sum(|x|+|y|)$, summed over the support. Then $u$ vanishes wherever $x$ or $y$ is at most $-M$ or at least $M$. Bonds owned by sites outside the box join two zeros and contribute nothing. The three lattice sums become box sums, and the box estimate gives
$$\sum_pu_p^4\le\tfrac12\Bigl(\sum_pu_p^2\Bigr)D.$$
The name Ladyzhenskaya in the code usually refers to an inequality for functions on the continuous plane, with a gradient in place of the differences. The theorem below is a lattice version, and it makes no claim that the constant $\tfrac12$ is the best possible.

```lean
/-- Lattice Ladyzhenskaya inequality: for a finitely supported amplitude on the square
lattice, the sum of `u ^ 4` is at most half the weight times the hopping sum. -/
theorem quartic_le (u : ℤ × ℤ →₀ ℝ) : quartic u ≤ 1 / 2 * weight u * hopping u := by
  -- enclose the support in a box
  obtain ⟨M, hM0, hM⟩ : ∃ M : ℤ, 0 ≤ M ∧
      ∀ x y, (x ≤ -M ∨ M ≤ x ∨ y ≤ -M ∨ M ≤ y) → u (x, y) = 0 := by
    refine ⟨(∑ p ∈ u.support, (|p.1| + |p.2|)) + 1, by positivity, ?_⟩
    intro x y h
    by_contra hne
    have hle : |x| + |y| ≤ ∑ p ∈ u.support, (|p.1| + |p.2|) :=
      Finset.single_le_sum (f := fun p : ℤ × ℤ => |p.1| + |p.2|)
        (fun p _ => add_nonneg (abs_nonneg _) (abs_nonneg _))
        (Finsupp.mem_support_iff.mpr hne)
    rcases h with h | h | h | h <;>
      linarith [neg_abs_le x, le_abs_self x, neg_abs_le y, le_abs_self y,
        abs_nonneg x, abs_nonneg y]
  have e4 := tsum_eq_box (fun p => u p ^ 4) M (fun x y h => by
    show u (x, y) ^ 4 = 0
    rw [hM x y (by omega)]
    norm_num)
  have e2 := tsum_eq_box (fun p => u p ^ 2) M (fun x y h => by
    show u (x, y) ^ 2 = 0
    rw [hM x y (by omega)]
    norm_num)
  have eD := tsum_eq_box
    (fun p => (u (p.1 + 1, p.2) - u p) ^ 2 + (u (p.1, p.2 + 1) - u p) ^ 2) M
    (fun x y h => by
      show (u (x + 1, y) - u (x, y)) ^ 2 + (u (x, y + 1) - u (x, y)) ^ 2 = 0
      rw [hM x y (by omega), hM (x + 1) y (by omega), hM x (y + 1) (by omega)]
      norm_num)
  unfold quartic weight hopping
  rw [e4, e2, eD]
  exact box_inequality (fun x y => u (x, y)) (by omega)
    (fun y => hM _ _ (by omega)) (fun y => hM _ _ (by omega))
    (fun x => hM _ _ (by omega)) (fun x => hM _ _ (by omega))
```

## No binding up to g = 4t

For $N=1$ the inequality reads $D\ge2I$. If $t\ge0$ and $g\le4t$, then
$$E=tD-\tfrac g2I\ge2tI-\tfrac g2I=\tfrac12(4t-g)I\ge0.$$
No lower limit on $g$ is required. For $t>0$ an exact self-trapped solution would have a tail over infinitely many sites, so the theorem does not cover it directly. Cutting the tail off farther and farther out and renormalising gives finitely supported amplitudes whose energies converge to that of the full solution, so $E\ge0$ holds for it too; this limit is not formalised. In Lean, `nlinarith` receives the two products of nonnegative factors used in this line.

```lean
/-- For `t ≥ 0` and `g ≤ 4 t`, no normalised, finitely supported state has energy below the band
bottom. -/
theorem energy_nonneg {t g : ℝ} (ht : 0 ≤ t) (hg : g ≤ 4 * t) (u : ℤ × ℤ →₀ ℝ)
    (hu : weight u = 1) : 0 ≤ energy t g u := by
  have h := quartic_le u
  rw [hu] at h
  have hq : 0 ≤ quartic u := tsum_nonneg fun p => by positivity
  unfold energy
  nlinarith [mul_nonneg ht (sub_nonneg.mpr h), mul_nonneg (sub_nonneg.mpr hg) hq]
```

If $g<4t$, the energy is strictly positive: a normalised amplitude is nonzero somewhere, so $I>0$.

```lean
/-- For `t ≥ 0` and `g < 4 t`, every normalised, finitely supported state lies strictly above
the band bottom. -/
theorem energy_pos {t g : ℝ} (ht : 0 ≤ t) (hg : g < 4 * t) (u : ℤ × ℤ →₀ ℝ)
    (hu : weight u = 1) : 0 < energy t g u := by
  have h := quartic_le u
  rw [hu] at h
  have hne : u ≠ 0 := by
    rintro rfl
    simp [weight] at hu
  have hq : 0 < quartic u := by
    unfold quartic
    rw [tsum_eq_sum (s := u.support) (fun p hp => by
      rw [Finsupp.notMem_support_iff.mp hp]
      norm_num)]
    refine Finset.sum_pos (fun p hp => ?_) (Finsupp.support_nonempty_iff.mpr hne)
    have hp' := Finsupp.mem_support_iff.mp hp
    positivity
  unfold energy
  nlinarith [mul_nonneg ht (sub_nonneg.mpr h), mul_pos (sub_pos.mpr hg) hq]
```

For simulations of this adiabatic one-electron model, a real, normalised trial state on a finite patch with zeros around it should therefore never give a negative $E$ when $g\le4t$, apart from rounding. Periodic clusters behave differently: on $n$ sites the uniform state has $D=0$ and $E=-g/(2n)$, which is negative for every $g>0$. The bound compares energies with the band bottom and does not exclude a metastable localised state above it.

## The electron on a single site

For the amplitude concentrated at the origin, $N=I=1$. Four bonds join the occupied site to empty ones, so $D=4$ and
$$E=4t-\tfrac g2.$$
This is negative once $g>8t$, so strong coupling does bring a localised state below the band bottom. For $t>0$ and $4t<g\le8t$ the theorems leave open whether some other shape binds.

In the proof, `e` gives the amplitude site by site. The sum for $D$ reduces to the three sites that own the four bonds: the origin, its left neighbour and its lower neighbour.

```lean
/-- The single-site state is normalised and has energy `4 t - g / 2`; for `g > 8 t` this is
negative, which for `t ≥ 0` means below the band bottom. -/
theorem siteState_energy (t g : ℝ) :
    weight siteState = 1 ∧ energy t g siteState = 4 * t - g / 2 ∧
      (8 * t < g → energy t g siteState < 0) := by
  have e : ∀ x y : ℤ, siteState (x, y) = if x = 0 ∧ y = 0 then 1 else 0 := by
    intro x y
    by_cases h : x = 0 ∧ y = 0
    · obtain ⟨rfl, rfl⟩ := h
      simp [siteState]
    · rw [if_neg h, siteState, Finsupp.single_apply, if_neg]
      intro hh
      simp only [Prod.mk.injEq] at hh
      omega
  -- each lattice sum reduces to the one or three sites whose terms are nonzero
  have e2 : weight siteState = 1 := by
    unfold weight
    rw [tsum_eq_sum (s := {((0 : ℤ), (0 : ℤ))}), sum_singleton, e]
    · norm_num
    · rintro ⟨x, y⟩ hp
      simp only [mem_singleton, Prod.mk.injEq] at hp
      rw [e, if_neg hp]
      norm_num
  have e4 : quartic siteState = 1 := by
    unfold quartic
    rw [tsum_eq_sum (s := {((0 : ℤ), (0 : ℤ))}), sum_singleton, e]
    · norm_num
    · rintro ⟨x, y⟩ hp
      simp only [mem_singleton, Prod.mk.injEq] at hp
      rw [e, if_neg hp]
      norm_num
  have eD : hopping siteState = 4 := by
    unfold hopping
    rw [tsum_eq_sum (s := {((0 : ℤ), (0 : ℤ)), (-1, 0), (0, -1)}),
      sum_insert (by simp), sum_insert (by simp), sum_singleton]
    · simp only [e]
      norm_num
    · rintro ⟨x, y⟩ hp
      simp only [mem_insert, mem_singleton, Prod.mk.injEq] at hp
      simp only [e]
      rw [if_neg (by omega), if_neg (by omega), if_neg (by omega)]
      norm_num
  have eE : energy t g siteState = 4 * t - g / 2 := by
    rw [energy, e4, eD]
    ring
  refine ⟨e2, eE, fun h => ?_⟩
  rw [eE]
  linarith

end

end PlanarSelfTrapping
```

```lean
#print axioms PlanarSelfTrapping.energy_nonneg
-- 'PlanarSelfTrapping.energy_nonneg' depends on axioms: [propext, Classical.choice, Quot.sound]
#print axioms PlanarSelfTrapping.energy_pos
-- 'PlanarSelfTrapping.energy_pos' depends on axioms: [propext, Classical.choice, Quot.sound]
#print axioms PlanarSelfTrapping.siteState_energy
-- 'PlanarSelfTrapping.siteState_energy' depends on axioms: [propext, Classical.choice, Quot.sound]
```
